# Velocity Verlet steps 1 and 9/5 are each stable for the unit oscillator, but alternating them gives an unbounded orbit

The unit oscillator is $\ddot x=-x$, with mass and angular frequency 1. A velocity Verlet step of length $h$ is a half kick $v\leftarrow v-\tfrac h2x$, a drift $x\leftarrow x+hv$ and a second half kick. On the column $(x,v)$ it acts as

$$V(h)=\begin{pmatrix}1-h^2/2&h\\-h(1-h^2/4)&1-h^2/2\end{pmatrix}.$$

A cycle is a step $h$ followed by a step $k$, with matrix $P=V(k)V(h)$. An orbit is bounded if one constant bounds $|x|$ and $|v|$ at all steps.

With a constant step $|h|<2$ every orbit is bounded. For $h=1$, $k=9/5$, however, $\det P=1$ and $\operatorname{tr}P=-289/125$, and the orbit released at rest from $x=1$, with $x_j$ the position after $j$ steps taken in the order $h,k,h,k,\dots$, satisfies

$$|x_{2(n+1)}|\ge(164/125)^n,\qquad n\ge 0.$$

## Capping each step at the constant-step limit

Suppose that a variable-step code accepts any positive step $\Delta t$ with $\omega\,\Delta t<2$, where $\omega$ is the highest vibrational frequency. For a single harmonic mode with a prescribed step sequence, the result shows that this cap does not ensure bounded motion.

In such a run $h=\omega\,\Delta t$, and $v$ stands for velocity divided by $\omega$. Let the code alternate $\Delta t=1/\omega$ and $1.8/\omega$. From $(1,0)$ the first step gives $(0.5,-0.75)$ and the second gives $(-1.66,0.294)$. The positions after the next two cycles are about $2.84$ and $-4.90$.

## From a conserved ellipse to geometric growth

**Constant step.** Put $a=1-h^2/2$ and $c=1-h^2/4$. One step gives $x'=ax+hv$ and $v'=-hcx+av$. In $cx'^2+v'^2$ the cross terms $\pm2achxv$ cancel, and $a^2+h^2c=1$, so

$$cx'^2+v'^2=cx^2+v^2=E.$$

For $|h|<2$ we have $c>0$, hence $x^2\le E/c$ and $v^2\le E$ at every step.

**The cycle.** Kicks and drifts have determinant 1, so $\det P=1$. The diagonal entries of $P$ add up to

$$\begin{aligned}\operatorname{tr}P&=2\left(1-\tfrac{h^2}2\right)\left(1-\tfrac{k^2}2\right)-hk\left(2-\tfrac{h^2+k^2}4\right)\\&=2-\tfrac14(h+k)^2(4-hk).\end{aligned}$$

At $h=1$, $k=9/5$ this is $t=-289/125$.

**Growth.** Cayley–Hamilton gives $P^2=tP-I$. Multiplying by $P^n$ and taking the upper left entry $u_n=(P^n)_{00}$, with indices counted from 0, gives

$$u_{n+2}=tu_{n+1}-u_n.$$

For release from $(1,0)$, $u_n$ is the position after $n$ cycles, with $u_0=1$ and $u_1=-83/50$. If $|u_n|\le|u_{n+1}|$, then

$$|u_{n+2}|\ge|t||u_{n+1}|-|u_n|\ge(|t|-1)|u_{n+1}|.$$

Since $|t|-1=164/125>1$, the ordering persists, and induction gives the bound.

## The Lean file

```lean
import Mathlib

open Matrix

namespace VariableStepVerlet

noncomputable section

/-- The kick of the unit oscillator (force `-x`) over a time `h`, acting on `(x, v)`. -/
def kick (h : ℝ) : Matrix (Fin 2) (Fin 2) ℝ := !![1, 0; -h, 1]

/-- The free drift over a time `h`, acting on `(x, v)`. -/
def drift (h : ℝ) : Matrix (Fin 2) (Fin 2) ℝ := !![1, h; 0, 1]

/-- One velocity Verlet step: half kick, drift, half kick. -/
def verlet (h : ℝ) : Matrix (Fin 2) (Fin 2) ℝ := kick (h / 2) * drift h * kick (h / 2)

/-- The orbit of the phase point `z` when the `n`-th Verlet step has length `s n`. -/
def orbit (s : ℕ → ℝ) (z : Fin 2 → ℝ) : ℕ → Fin 2 → ℝ
  | 0 => z
  | n + 1 => verlet (s n) *ᵥ orbit s z n

/-- The absolute values of position and velocity have a common upper bound over all steps. -/
def Bounded (f : ℕ → Fin 2 → ℝ) : Prop := ∃ C : ℝ, ∀ n i, |f n i| ≤ C

/-- The step sequence `h, k, h, k, ...`. -/
def alternating (h k : ℝ) (n : ℕ) : ℝ := if n % 2 = 0 then h else k

/-- The matrix of one cycle: a step `h` followed by a step `k`. -/
def cycle (h k : ℝ) : Matrix (Fin 2) (Fin 2) ℝ := verlet k * verlet h

/-- The quadratic form `(1 - h²/4) x² + v²`. -/
def shadowEnergy (h : ℝ) (z : Fin 2 → ℝ) : ℝ := (1 - h ^ 2 / 4) * z 0 ^ 2 + z 1 ^ 2

/-- The velocity Verlet step of the unit oscillator, multiplied out. -/
theorem verlet_eq (h : ℝ) :
    verlet h = !![1 - h ^ 2 / 2, h; -h * (1 - h ^ 2 / 4), 1 - h ^ 2 / 2] := by
  rw [verlet, kick, drift, Matrix.mul_fin_two, Matrix.mul_fin_two]
  congr 1
  ext i j
  fin_cases i <;> fin_cases j <;> simp <;> ring

/-- A Verlet step of length `h` conserves the shadow energy belonging to `h`. -/
theorem shadowEnergy_verlet (h : ℝ) (z : Fin 2 → ℝ) :
    shadowEnergy h (verlet h *ᵥ z) = shadowEnergy h z := by
  have h0 : (verlet h *ᵥ z) 0 = (1 - h ^ 2 / 2) * z 0 + h * z 1 := by
    rw [verlet_eq]; simp [Matrix.mulVec, dotProduct, Fin.sum_univ_two]
  have h1 : (verlet h *ᵥ z) 1 = -h * (1 - h ^ 2 / 4) * z 0 + (1 - h ^ 2 / 2) * z 1 := by
    rw [verlet_eq]; simp [Matrix.mulVec, dotProduct, Fin.sum_univ_two]
  rw [shadowEnergy, shadowEnergy, h0, h1]
  ring

/-- With a constant step of size below 2, every Verlet orbit of the unit oscillator is bounded. -/
theorem constant_step_bounded (h : ℝ) (hh : |h| < 2) (z : Fin 2 → ℝ) :
    Bounded (orbit (fun _ => h) z) := by
  have hs : 0 < 1 - h ^ 2 / 4 := by
    obtain ⟨h1, h2⟩ := abs_lt.mp hh
    nlinarith
  have hE : ∀ n, shadowEnergy h (orbit (fun _ => h) z n) = shadowEnergy h z := by
    intro n
    induction n with
    | zero => rfl
    | succ n ih => exact (shadowEnergy_verlet h _).trans ih
  have hpos : 0 ≤ shadowEnergy h z := by unfold shadowEnergy; positivity
  have hquot : 0 ≤ shadowEnergy h z / (1 - h ^ 2 / 4) := by positivity
  have habs : ∀ y : ℝ, |y| ≤ y ^ 2 + 1 := fun y => by
    nlinarith [sq_abs y, sq_nonneg (|y| - 1), abs_nonneg y]
  refine ⟨shadowEnergy h z / (1 - h ^ 2 / 4) + shadowEnergy h z + 1, fun n => ?_⟩
  have hn := hE n
  generalize orbit (fun _ => h) z n = w at hn ⊢
  -- the conserved form is positive definite and so bounds both coordinates
  have hx : w 0 ^ 2 ≤ shadowEnergy h z / (1 - h ^ 2 / 4) := by
    rw [le_div_iff₀ hs, ← hn, shadowEnergy]
    nlinarith [sq_nonneg (w 1)]
  have hv : w 1 ^ 2 ≤ shadowEnergy h z := by
    rw [← hn, shadowEnergy]
    nlinarith [mul_nonneg hs.le (sq_nonneg (w 0))]
  rw [Fin.forall_fin_two]
  exact ⟨by linarith [habs (w 0)], by linarith [habs (w 1)]⟩

/-- A cycle of two Verlet steps `h`, `k` has determinant 1 and
trace `2 - (h + k)² (4 - h k) / 4`. -/
theorem cycle_det_trace (h k : ℝ) :
    (cycle h k).det = 1 ∧ (cycle h k).trace = 2 - (h + k) ^ 2 * (4 - h * k) / 4 := by
  rw [cycle, verlet_eq k, verlet_eq h, Matrix.mul_fin_two, Matrix.det_fin_two_of,
    Matrix.trace_fin_two_of]
  constructor <;> ring

/-- After `n` cycles of alternating steps the phase point is the `n`-th power of the cycle
matrix applied to the initial one. -/
theorem orbit_even (h k : ℝ) (z : Fin 2 → ℝ) (n : ℕ) :
    orbit (alternating h k) z (2 * n) = (cycle h k ^ n) *ᵥ z := by
  induction n with
  | zero => simp [orbit]
  | succ n ih =>
    have e1 : alternating h k (2 * n) = h := by
      unfold alternating; exact if_pos (by omega)
    have e2 : alternating h k (2 * n + 1) = k := by
      unfold alternating; exact if_neg (by omega)
    change verlet (alternating h k (2 * n + 1)) *ᵥ
      (verlet (alternating h k (2 * n)) *ᵥ orbit (alternating h k) z (2 * n)) = _
    rw [e1, e2, ih, pow_succ']
    simp only [cycle, Matrix.mulVec_mulVec, Matrix.mul_assoc]

/-- Powers of a 2×2 matrix of determinant 1 obey a three-term recurrence governed by its trace. -/
theorem pow_recurrence (P : Matrix (Fin 2) (Fin 2) ℝ) (hP : P.det = 1) (n : ℕ) :
    P ^ (n + 2) = P.trace • P ^ (n + 1) - P ^ n := by
  have h2 : P * P = P.trace • P - 1 := by
    rw [Matrix.det_fin_two] at hP
    ext i j
    fin_cases i <;> fin_cases j <;>
      simp [Matrix.mul_apply, Fin.sum_univ_two, Matrix.trace_fin_two] <;> linarith
  rw [pow_add P n 2, pow_two, h2, mul_sub, mul_smul_comm, mul_one, ← pow_succ]

/-- A solution of `u(n+2) = t u(n+1) - u(n)` with `|t| ≥ 2` and `|u(0)| ≤ |u(1)|` satisfies
`|u(n+1)| ≥ (|t| - 1)ⁿ |u(0)|`. -/
theorem recurrence_growth (t : ℝ) (u : ℕ → ℝ) (ht : 2 ≤ |t|)
    (hu : ∀ n, u (n + 2) = t * u (n + 1) - u n) (h01 : |u 0| ≤ |u 1|) (n : ℕ) :
    (|t| - 1) ^ n * |u 0| ≤ |u (n + 1)| := by
  have key : |u n| ≤ |u (n + 1)| ∧ (|t| - 1) ^ n * |u 0| ≤ |u (n + 1)| := by
    induction n with
    | zero => simpa using h01
    | succ n ih =>
      obtain ⟨h1, h2⟩ := ih
      have h3 : (|t| - 1) * |u (n + 1)| ≤ |u (n + 2)| := by
        have h4 := abs_sub_abs_le_abs_sub (t * u (n + 1)) (u n)
        rw [← hu n, abs_mul] at h4
        linarith
      refine ⟨le_trans ?_ h3, le_trans ?_ h3⟩
      · nlinarith [abs_nonneg (u (n + 1))]
      · have h5 := mul_le_mul_of_nonneg_left h2 (by linarith : 0 ≤ |t| - 1)
        calc (|t| - 1) ^ (n + 1) * |u 0| = (|t| - 1) * ((|t| - 1) ^ n * |u 0|) := by ring
          _ ≤ _ := h5
  exact key.2


/-- Released at rest from `x = 1` and driven with alternating steps 1 and 9/5, the oscillator has
after `n + 1` cycles a displacement of at least `(164/125)ⁿ`. -/
theorem release_growth (n : ℕ) :
    (164 / 125 : ℝ) ^ n ≤ |orbit (alternating 1 (9 / 5)) ![1, 0] (2 * (n + 1)) 0| := by
  obtain ⟨hdet, htr⟩ := cycle_det_trace 1 (9 / 5)
  have ht : (cycle 1 (9 / 5)).trace = -289 / 125 := by rw [htr]; norm_num
  have habs : |(-289 / 125 : ℝ)| = 289 / 125 := by rw [abs_of_neg] <;> norm_num
  have hrec : ∀ m, (cycle 1 (9 / 5) ^ (m + 2)) 0 0 =
      (-289 / 125) * (cycle 1 (9 / 5) ^ (m + 1)) 0 0 - (cycle 1 (9 / 5) ^ m) 0 0 := fun m => by
    rw [pow_recurrence _ hdet m, Matrix.sub_apply, Matrix.smul_apply, smul_eq_mul, ht]
  have h1 : cycle 1 (9 / 5) 0 0 = -83 / 50 := by
    rw [cycle, verlet_eq (9 / 5), verlet_eq 1, Matrix.mul_fin_two]
    norm_num
  have h01 : |(cycle 1 (9 / 5) ^ 0) 0 0| ≤ |(cycle 1 (9 / 5) ^ 1) 0 0| := by
    rw [pow_zero, pow_one, h1, Matrix.one_apply_eq, abs_one]
    exact le_abs.mpr (Or.inr (by norm_num))
  have key := recurrence_growth (-289 / 125) (fun m => (cycle 1 (9 / 5) ^ m) 0 0)
    (by rw [habs]; norm_num) hrec h01 n
  have hb : (289 / 125 - 1 : ℝ) = 164 / 125 := by norm_num
  simp only [habs, hb, pow_zero, Matrix.one_apply_eq, abs_one, mul_one] at key
  have e : ((cycle 1 (9 / 5) ^ (n + 1)) *ᵥ ![1, 0]) 0 = (cycle 1 (9 / 5) ^ (n + 1)) 0 0 := by
    simp [Matrix.mulVec, dotProduct, Fin.sum_univ_two]
  rw [orbit_even, e]
  exact key

/-- For the unit oscillator, velocity Verlet with constant step 1 or constant step 9/5 has only
bounded orbits. The cycle of the two steps has determinant 1 and trace -289/125, and alternating
them makes the orbit released at rest from `x = 1` unbounded. -/
theorem alternating_steps_unstable :
    (∀ z, Bounded (orbit (fun _ => 1) z)) ∧ (∀ z, Bounded (orbit (fun _ => 9 / 5) z)) ∧
    (cycle 1 (9 / 5)).det = 1 ∧ (cycle 1 (9 / 5)).trace = -289 / 125 ∧
    ¬ Bounded (orbit (alternating 1 (9 / 5)) ![1, 0]) := by
  obtain ⟨hdet, htr⟩ := cycle_det_trace 1 (9 / 5)
  refine ⟨constant_step_bounded 1 (abs_lt.mpr (by norm_num)),
    constant_step_bounded (9 / 5) (abs_lt.mpr (by norm_num)), hdet, by rw [htr]; norm_num, ?_⟩
  rintro ⟨C, hC⟩
  obtain ⟨n, hn⟩ := pow_unbounded_of_one_lt C (by norm_num : (1 : ℝ) < 164 / 125)
  linarith [release_growth n, hC (2 * (n + 1)) 0]

end

end VariableStepVerlet
```

```lean
#print axioms VariableStepVerlet.alternating_steps_unstable
-- 'VariableStepVerlet.alternating_steps_unstable' depends on axioms: [propext, Classical.choice, Quot.sound]
```

## Scope of the theorem and the lemmas behind it

`alternating_steps_unstable` says that all orbits are bounded for constant step 1 and for constant step 9/5, that the cycle has the stated determinant and trace, and that the alternating orbit from `![1, 0]` is not `Bounded`. Phase points are functions `Fin 2 → ℝ`, with position at index 0 and velocity at index 1. The function `s` in `orbit` prescribes every step length, so constant and alternating runs share one update rule. `shadowEnergy` is the conserved form $E$ above; at $h=0$ it is twice the energy of the oscillator.

`shadowEnergy_verlet` and `constant_step_bounded` carry out the ellipse argument; the latter uses $|y|\le y^2+1$ to avoid square roots. `cycle_det_trace` multiplies out the cycle, `orbit_even` identifies $n$ cycles with $P^n$, and `pow_recurrence` checks Cayley–Hamilton entry by entry. `release_growth` inserts the numbers, and `pow_unbounded_of_one_lt` then finds a power of 164/125 above any proposed bound.

The central device is the strengthened induction in `recurrence_growth`. The growth bound alone does not control the subtracted term $u_n$, so `key` proves it together with `|u n| ≤ |u (n + 1)|`. Mathlib's `abs_sub_abs_le_abs_sub`, the reverse triangle inequality, then supplies the displayed estimate.

The theorem concerns real numbers without rounding, a linear force and one fixed alternation. Carrying it over to a molecular simulation with adaptive steps means passing to anharmonic, coupled forces with steps chosen from the trajectory, and the hypotheses do not reach that far.
